# Coherences between two electron-number sectors do not contribute to the energy of a number-conserving Hamiltonian

The declaration `energy_eq_sectors` takes a block-diagonal Hamiltonian H, acting as `A` on one finite-dimensional sector and as `B` on another, read here as N and N+1 electrons. It states that Tr(ρH) = Tr(ρ₁₁A) + Tr(ρ₂₂B), where ρ₁₁ and ρ₂₂ are the diagonal blocks of ρ, so the off-diagonal blocks, the coherences, drop out. The matrices are arbitrary complex ones; when ρ is a density matrix of trace one and H is Hermitian, Tr(ρH) is the mean energy, and for an unnormalised state it must still be divided by Tr ρ. The attempt writes ρ and H in block form, multiplies them block by block, and then means to split the trace of the product into the traces of its diagonal blocks.

The failing Lean file:

```lean
import Mathlib

open Matrix
open scoped ComplexOrder MatrixOrder

namespace EnergyEqSectors

noncomputable section

variable {m n : Type*} [Fintype m] [Fintype n]

/-- The Hamiltonian that conserves electron number: it acts as `A` on the `N`-electron sector
and as `B` on the `(N+1)`-electron sector, with no coupling between them. -/
def sectorHamiltonian (A : Matrix m m ℂ) (B : Matrix n n ℂ) : Matrix (m ⊕ n) (m ⊕ n) ℂ :=
  fromBlocks A 0 0 B

/-- The trace over both sectors is the sum of the traces over each of them. -/
theorem trace_eq_sectors (ρ : Matrix (m ⊕ n) (m ⊕ n) ℂ) :
    ρ.trace = ρ.toBlocks₁₁.trace + ρ.toBlocks₂₂.trace := by
  simp [Matrix.trace, Fintype.sum_sum_type, toBlocks₁₁, toBlocks₂₂]

/-- The energy is the sum of the two sector energies; the coherences of `ρ` drop out. -/
theorem energy_eq_sectors (ρ : Matrix (m ⊕ n) (m ⊕ n) ℂ) (A : Matrix m m ℂ)
    (B : Matrix n n ℂ) :
    (ρ * sectorHamiltonian A B).trace
      = (ρ.toBlocks₁₁ * A).trace + (ρ.toBlocks₂₂ * B).trace := by
  calc (ρ * sectorHamiltonian A B).trace
      = (fromBlocks ρ.toBlocks₁₁ ρ.toBlocks₁₂ ρ.toBlocks₂₁ ρ.toBlocks₂₂
          * fromBlocks A 0 0 B).trace := by
        rw [fromBlocks_toBlocks, sectorHamiltonian]
    _ = _ := by
        rw [fromBlocks_multiply, trace_fromBlocks]
        simp

end

end EnergyEqSectors
```

The error:

```
Main.lean:32:33: error(lean.unknownIdentifier): Unknown identifier `trace_fromBlocks`
Main.lean:31:13: error: unsolved goals
m : Type u_1
n : Type u_2
inst✝¹ : Fintype m
inst✝ : Fintype n
ρ : Matrix (m ⊕ n) (m ⊕ n) ℂ
A : Matrix m m ℂ
B : Matrix n n ℂ
⊢ (fromBlocks (ρ.toBlocks₁₁ * A + ρ.toBlocks₁₂ * 0) (ρ.toBlocks₁₁ * 0 + ρ.toBlocks₁₂ * B)
        (ρ.toBlocks₂₁ * A + ρ.toBlocks₂₂ * 0) (ρ.toBlocks₂₁ * 0 + ρ.toBlocks₂₂ * B)).trace =
    (ρ.toBlocks₁₁ * A).trace + (ρ.toBlocks₂₂ * B).trace
```

What went wrong. The first message says that Lean finds nothing called `trace_fromBlocks`, even with the `Matrix` namespace open. The proof needed a lemma that splits the trace of a block matrix, and cited one by a name that does not exist here.

The second message follows from the first. It shows the goal as `fromBlocks_multiply` left it: the product has been worked out in blocks, but its trace is still whole, and the products with `0` are still there because the closing `simp` has not acted on them.

The repair cites `trace_eq_sectors`, proved earlier in the same file. It holds for any matrix over the two sectors, so it applies to the block product and turns its trace into the traces of its `toBlocks₁₁` and `toBlocks₂₂`. The `simp` that follows, unchanged, reads those blocks off the `fromBlocks` expression and removes the zero terms, which leaves the two sides equal.

The change, after which it compiles:

```diff
@@ -30,5 +30,5 @@
         rw [fromBlocks_toBlocks, sectorHamiltonian]
     _ = _ := by
-        rw [fromBlocks_multiply, trace_fromBlocks]
+        rw [fromBlocks_multiply, trace_eq_sectors]
         simp
 
```
